# In a two-exponential error model for even-tempered expansions, the step that balances the two terms is not optimal if each then exceeds 1/2

An even-tempered expansion with `n` functions and logarithmic step h is given the model error exp(−a/h) + exp(−bnh), a discretisation term plus a truncation term, with a, b > 0 and n ≥ 1. The balanced step √(a/(bn)) makes both terms equal to exp(−√(abn)). The declaration `balanced_not_optimal` states that if √(abn) < log 2, some positive step has a strictly smaller model error than the balanced one. The attempt chooses the step whose truncation term is 2 exp(−√(abn)) − 1, which the hypothesis makes positive. Since the discretisation term is below 1, the sum is then below the balanced error 2 exp(−√(abn)).

An attempt in Lean 4 with a fault in it:

```lean
import Mathlib

open Real

namespace EvenTemperedError

noncomputable section

/-- Model error of an even-tempered expansion with `n` functions and logarithmic step `h > 0`:
a discretisation term plus a truncation term. -/
def basisError (a b : ℝ) (n : ℕ) (h : ℝ) : ℝ :=
  exp (-(a / h)) + exp (-(b * n * h))

/-- The balanced step `√(a / (b n))`, for `a > 0`, `b > 0` and `n ≥ 1`. -/
def balancedStep (a b : ℝ) (n : ℕ) : ℝ :=
  √(a / (b * n))

/-- The balanced step is positive. -/
theorem balancedStep_pos {a b : ℝ} {n : ℕ} (ha : 0 < a) (hb : 0 < b) (hn : 1 ≤ n) :
    0 < balancedStep a b n := by
  have hn' : (0 : ℝ) < n := Nat.cast_pos.mpr hn
  exact Real.sqrt_pos.mpr (div_pos ha (mul_pos hb hn'))

/-- At the balanced step the discretisation and truncation exponents both equal `√(a b n)`. -/
theorem balanced_exponents {a b : ℝ} {n : ℕ} (ha : 0 < a) (hb : 0 < b) (hn : 1 ≤ n) :
    a / balancedStep a b n = √(a * b * n) ∧ b * n * balancedStep a b n = √(a * b * n) := by
  have hn' : (0 : ℝ) < n := Nat.cast_pos.mpr hn
  have hm : 0 < b * (n : ℝ) := mul_pos hb hn'
  have hs := balancedStep_pos ha hb hn
  have hsq : balancedStep a b n ^ 2 = a / (b * n) := Real.sq_sqrt (div_pos ha hm).le
  have hprod : a = balancedStep a b n ^ 2 * (b * n) := (div_eq_iff hm.ne').mp hsq.symm
  have h2 : b * n * balancedStep a b n = √(a * b * n) := by
    have h3 : a * b * n = (b * n * balancedStep a b n) ^ 2 := by
      linear_combination (b * n) * hprod
    rw [h3]
    exact (Real.sqrt_sq (mul_pos hm hs).le).symm
  refine ⟨?_, h2⟩
  rw [div_eq_iff hs.ne', ← h2]
  linear_combination hprod

/-- For every positive step the model error exceeds `exp (-√(a b n))`. -/
theorem error_lower_bound {a b h : ℝ} (n : ℕ) (ha : 0 < a) (hb : 0 < b) (hh : 0 < h) :
    exp (-√(a * b * n)) < basisError a b n h := by
  have hc : √(a * b * n) ^ 2 = a * b * n := Real.sq_sqrt (by positivity)
  have hc0 : 0 ≤ √(a * b * n) := Real.sqrt_nonneg _
  -- the product of the two exponents does not depend on the step
  have hprod : a / h * (b * n * h) = a * b * n := by field_simp
  have p1 := Real.exp_pos (-(a / h))
  have p2 := Real.exp_pos (-(b * n * h))
  unfold basisError
  rcases le_or_gt (a / h) (√(a * b * n)) with h1 | h1
  · have h2 : exp (-√(a * b * n)) ≤ exp (-(a / h)) := Real.exp_le_exp.mpr (by linarith)
    linarith
  · have h3 : b * n * h ≤ √(a * b * n) := by
      by_contra hcon
      have h4 := not_le.mp hcon
      have h5 := mul_pos (sub_pos.mpr h1) (sub_pos.mpr h4)
      nlinarith [mul_nonneg hc0 (sub_pos.mpr h1).le, mul_nonneg hc0 (sub_pos.mpr h4).le]
    have h2 : exp (-√(a * b * n)) ≤ exp (-(b * n * h)) := Real.exp_le_exp.mpr (by linarith)
    linarith

/-- Root-exponential error law: every positive step has error above `exp (-√(a b n))`, and the
balanced step has error exactly `2 exp (-√(a b n))`. -/
theorem root_exponential_error {a b : ℝ} {n : ℕ} (ha : 0 < a) (hb : 0 < b) (hn : 1 ≤ n) :
    (∀ h : ℝ, 0 < h → exp (-√(a * b * n)) < basisError a b n h) ∧
      basisError a b n (balancedStep a b n) = 2 * exp (-√(a * b * n)) := by
  refine ⟨fun h hh => error_lower_bound n ha hb hh, ?_⟩
  obtain ⟨e1, e2⟩ := balanced_exponents ha hb hn
  unfold basisError
  rw [e1, e2]
  ring

/-- If `√(a b n) < log 2`, some positive step has a smaller error than the balanced step. -/
theorem balanced_not_optimal {a b : ℝ} {n : ℕ} (ha : 0 < a) (hb : 0 < b) (hn : 1 ≤ n)
    (hsmall : √(a * b * n) < log 2) :
    ∃ h : ℝ, 0 < h ∧ basisError a b n h < basisError a b n (balancedStep a b n) := by
  have hn' : (0 : ℝ) < n := Nat.cast_pos.mpr hn
  have hm : 0 < b * (n : ℝ) := mul_pos hb hn'
  have hc : 0 < √(a * b * n) := Real.sqrt_pos.mpr (by positivity)
  have h2 : exp (-log 2) = (2 : ℝ)⁻¹ := by
    rw [Real.exp_neg, Real.exp_log (by norm_num)]
  have h3 : exp (-log 2) < exp (-√(a * b * n)) := Real.exp_lt_exp.mpr (by linarith)
  have h4 : exp (-√(a * b * n)) < 1 := Real.exp_lt_one (by linarith)
  have hd0 : 0 < 2 * exp (-√(a * b * n)) - 1 := by
    rw [h2] at h3
    norm_num at h3
    linarith
  have hd1 : 2 * exp (-√(a * b * n)) - 1 < 1 := by linarith
  have key : ∀ x : ℝ, b * n * (x / (b * n)) = x := fun x => by field_simp
  -- choose the step whose truncation term is `2 exp (-√(a b n)) - 1`
  have hpos : 0 < -log (2 * exp (-√(a * b * n)) - 1) / (b * n) :=
    div_pos (neg_pos.mpr (Real.log_neg hd0 hd1)) hm
  refine ⟨_, hpos, ?_⟩
  rw [(root_exponential_error ha hb hn).2]
  unfold basisError
  rw [key, neg_neg, Real.exp_log hd0]
  have h5 := Real.exp_lt_one (neg_lt_zero.mpr (div_pos ha hpos))
  linarith

end

end EvenTemperedError
```

Messages:

```
Main.lean:83:39: error(lean.unknownIdentifier): Unknown constant `Real.exp_lt_one`
Main.lean:87:4: error: linarith failed to find a contradiction
a b : ℝ
n : ℕ
ha : 0 < a
hb : 0 < b
hn : 1 ≤ n
hsmall : √(a * b * ↑n) < log 2
hn' : 0 < ↑n
hm : 0 < b * ↑n
hc : 0 < √(a * b * ↑n)
h2 : rexp (-log 2) = 2⁻¹
h4 : rexp (-√(a * b * ↑n)) < 1
h3 : 1 / 2 < rexp (-(√(a * b) * √↑n))
a✝ : 2 * rexp (-√(a * b * ↑n)) - 1 ≤ 0
⊢ False
failed
Main.lean:97:13: error(lean.unknownIdentifier): Unknown constant `Real.exp_lt_one`
Main.lean:76:83: error: unsolved goals
a b : ℝ
n : ℕ
ha : 0 < a
hb : 0 < b
hn : 1 ≤ n
hsmall : √(a * b * ↑n) < log 2
hn' : 0 < ↑n
hm : 0 < b * ↑n
hc : 0 < √(a * b * ↑n)
h2 : rexp (-log 2) = 2⁻¹
h3 : rexp (-log 2) < rexp (-√(a * b * ↑n))
h4 : rexp (-√(a * b * ↑n)) < 1
hd0 : 0 < 2 * rexp (-√(a * b * ↑n)) - 1
hd1 : 2 * rexp (-√(a * b * ↑n)) - 1 < 1
key : ∀ (x : ℝ), b * ↑n * (x / (b * ↑n)) = x
hpos : 0 < -log (2 * rexp (-√(a * b * ↑n)) - 1) / (b * ↑n)
⊢ rexp (-(a / (-log (2 * rexp (-√(a * b * ↑n)) - 1) / (b * ↑n)))) + (2 * rexp (-√(a * b * ↑n)) - 1) <
    2 * rexp (-√(a * b * ↑n))
```

Cause. Two of the errors say that the constant `Real.exp_lt_one` does not exist in the Mathlib used. The repair takes the right-to-left direction of `Real.exp_lt_one_iff`, which turns a proof that the exponent is negative into the bound wanted. The "unsolved goals" message follows from the second missing name: `h5` was never established and the closing `linarith` did not run, so the final inequality was left open.

The `linarith` failure is separate. `norm_num at h3` simplified more than the number 2⁻¹: it also split `√(a * b * ↑n)` into `√(a * b) * √↑n`. The goal kept the unsplit root, so `linarith` saw two unrelated exponentials and could not use the bound in `h3` on the one in the goal. The repair proves 2⁻¹ = 1/2 as a separate fact `h6` and rewrites `h3` with `h2` and `h6` only. The square root stays as it was, the exponentials match, and `linarith` succeeds.

Lean accepts the file once it reads:

```diff
@@ -81,8 +81,8 @@
     rw [Real.exp_neg, Real.exp_log (by norm_num)]
   have h3 : exp (-log 2) < exp (-√(a * b * n)) := Real.exp_lt_exp.mpr (by linarith)
-  have h4 : exp (-√(a * b * n)) < 1 := Real.exp_lt_one (by linarith)
+  have h4 : exp (-√(a * b * n)) < 1 := Real.exp_lt_one_iff.mpr (by linarith)
   have hd0 : 0 < 2 * exp (-√(a * b * n)) - 1 := by
-    rw [h2] at h3
-    norm_num at h3
+    have h6 : (2 : ℝ)⁻¹ = 1 / 2 := by norm_num
+    rw [h2, h6] at h3
     linarith
   have hd1 : 2 * exp (-√(a * b * n)) - 1 < 1 := by linarith
@@ -95,5 +95,5 @@
   unfold basisError
   rw [key, neg_neg, Real.exp_log hd0]
-  have h5 := Real.exp_lt_one (neg_lt_zero.mpr (div_pos ha hpos))
+  have h5 := Real.exp_lt_one_iff.mpr (neg_lt_zero.mpr (div_pos ha hpos))
   linarith
 
```
